# Overlap matrices of Slater determinants are positive semidefinite, and positive definite exactly when the determinants are linearly independent

Non-orthogonal configuration interaction expands an $N$-electron state in determinants built from different orbital sets, and the overlap matrix of these determinants gives the squared norm of the state in terms of its coefficients. This matrix is positive semidefinite for every finite family, and it is a metric in the strict sense exactly when the determinants are linearly independent. Here a determinant is an amplitude on tuples of basis indices, and its orbitals are the columns of a complex $M\times N$ matrix $A$.

## A finite orthonormal one-particle basis

The rows of $A$ refer to $M$ orthonormal spin orbitals. In Lean the index types `m` and `n` stand for basis functions and occupied orbitals; $M$ and $N$ are their sizes. The type `n` also labels the electrons.

```lean
import Mathlib

open Matrix
open scoped ComplexOrder

namespace NonorthogonalCI

variable {m n ι : Type*} [Fintype m] [Fintype n] [DecidableEq n] [Fintype ι]
```

A tuple $x$ puts electron $j$ in basis function $x_j$, so $x$ is not a position. The amplitude is

$$D_A(x)=\det\big[A_{x_j,k}\big]_{j,k}.$$

```lean
/-- The unnormalized Slater amplitude of the orbitals in the columns of `A`, with electron `j`
in the basis function `x j`. -/
def slater (A : Matrix m n ℂ) (x : n → m) : ℂ := (A.submatrix x id).det
```

This is unnormalised: for orthonormal columns the normalised amplitude is $D_A/\sqrt{N!}$. The columns need not be orthonormal, or even independent.

Orthonormality of the basis enters through the formula $A^\dagger B$ for one-electron overlaps, which contains no basis metric. In a basis with overlap matrix $G$ and coefficient matrices $C_a$, the physical overlap is $\det(C_a^\dagger G C_b)$, and the theorems apply to $A_a=G^{1/2}C_a$. If $G$ is left out by mistake, the matrix is still positive semidefinite, so a positivity check will not reveal the error.

The step from this model to real electrons is the replacement of functions of position and spin by their coefficients. It is exact when all orbitals of the family lie in the span of the chosen basis.

## One electron number and a finite family

All members $A_a$ share the type `n`, so every determinant has the same number of electrons. Otherwise $A_a^\dagger A_b$ would not be square and its determinant would have no meaning. The overlap matrix is $S_{ab}=\det(A_a^\dagger A_b)$, which is the overlap of the amplitudes $D_{A_a}/\sqrt{N!}$ and $D_{A_b}/\sqrt{N!}$.

```lean
/-- The overlap matrix of a family of determinants, with entries `det (A_aᴴ A_b)`. -/
def overlapMatrix (A : ι → Matrix m n ℂ) : Matrix ι ι ℂ :=
  Matrix.of fun a b => ((A a)ᴴ * A b).det
```

The family is indexed by a finite type `ι`, which makes the configuration-interaction state a finite sum, $\Psi(x)=\sum_a c_a D_{A_a}(x)$. For an infinite family, the result applies to each finite subfamily.

```lean
/-- The configuration-interaction amplitude: the combination of the Slater amplitudes of the
family `A` with coefficients `c`. -/
def ciState (A : ι → Matrix m n ℂ) (c : ι → ℂ) (x : n → m) : ℂ :=
  ∑ a, c a * slater (A a) x
```

## Antisymmetry under exchange of electrons

Permuting the electrons permutes the rows of the determinant, so $D_A(x\circ\sigma)=\operatorname{sgn}(\sigma)\,D_A(x)$. Lean takes this from `Matrix.det_permute`.

```lean
omit [Fintype m] in
/-- Permuting the electrons multiplies a Slater amplitude by the sign of the permutation. -/
theorem slater_comp_perm (A : Matrix m n ℂ) (σ : Equiv.Perm n) (x : n → m) :
    slater A (x ∘ σ) = ((Equiv.Perm.sign σ : ℤ) : ℂ) * slater A x :=
  Matrix.det_permute σ (A.submatrix x id)
```

The overlap formula comes from projecting on the Hartree product of the orbitals. Expanding $D_B$ and exchanging the sums gives

$$\sum_x\prod_i\overline{A_{x_i,i}}\;D_B(x)=\sum_\sigma\operatorname{sgn}(\sigma)\sum_x\prod_i\overline{A_{x_i,i}}\,B_{x_i,\sigma(i)}=\sum_\sigma\operatorname{sgn}(\sigma)\prod_i(A^\dagger B)_{i,\sigma(i)}=\det(A^\dagger B).$$

The middle equality, where a sum over tuples factorises into one-electron sums, is `Finset.prod_univ_sum`, used in the opposite direction.

```lean
/-- The overlap of the Hartree product of the orbitals `A` with the Slater amplitude of the
orbitals `B` is `det (Aᴴ B)`. -/
theorem hartree_overlap (A B : Matrix m n ℂ) :
    ∑ x : n → m, (∏ i, star (A (x i) i)) * slater B x = (Aᴴ * B).det := by
  have hB : ∀ x : n → m, slater B x =
      ∑ σ : Equiv.Perm n, ((Equiv.Perm.sign σ : ℤ) : ℂ) * ∏ i, B (x i) (σ i) := by
    intro x
    rw [slater, ← Matrix.det_transpose, Matrix.det_apply']
    rfl
  -- expand the determinant, then each product of one-electron overlaps
  rw [← Matrix.det_transpose, Matrix.det_apply']
  simp only [hB, Matrix.transpose_apply, Matrix.mul_apply, Matrix.conjTranspose_apply,
    Finset.prod_univ_sum, Fintype.piFinset_univ, Finset.mul_sum]
  rw [Finset.sum_comm]
  refine Finset.sum_congr rfl fun σ _ => Finset.sum_congr rfl fun x _ => ?_
  rw [Finset.prod_mul_distrib]
  ring
```

The next lemma assumes antisymmetry of a general amplitude $\Phi$, as `hΦ`. Expand the bra:

$$\sum_x\overline{D_A(x)}\,\Phi(x)=\sum_\sigma\operatorname{sgn}(\sigma)\sum_x\prod_i\overline{A_{x_{\sigma(i)},i}}\;\Phi(x).$$

Put $y=x\circ\sigma$. Then $\Phi(x)=\operatorname{sgn}(\sigma)\,\Phi(y)$, the two signs cancel, and every permutation contributes the same Hartree overlap:

$$\sum_x\overline{D_A(x)}\,\Phi(x)=N!\sum_y\prod_i\overline{A_{y_i,i}}\;\Phi(y).$$

In the proof, `hσ` is this change of variables, made with `Equiv.sum_comp`, and `rw [hΦ]` supplies the second sign.

```lean
/-- For an antisymmetric amplitude `Φ` of `N` electrons, the overlap with a Slater amplitude is
`N!` times the overlap with the Hartree product of the same orbitals. -/
theorem slater_projection (A : Matrix m n ℂ) (Φ : (n → m) → ℂ)
    (hΦ : ∀ (σ : Equiv.Perm n) (x : n → m),
      Φ (x ∘ σ) = ((Equiv.Perm.sign σ : ℤ) : ℂ) * Φ x) :
    ∑ x, star (slater A x) * Φ x =
      ((Fintype.card n).factorial : ℂ) * ∑ x, (∏ i, star (A (x i) i)) * Φ x := by
  have hA : ∀ x : n → m, star (slater A x) =
      ∑ σ : Equiv.Perm n, ((Equiv.Perm.sign σ : ℤ) : ℂ) * ∏ i, star (A (x (σ i)) i) := by
    intro x
    rw [slater, Matrix.det_apply', star_sum]
    refine Finset.sum_congr rfl fun σ _ => ?_
    rw [star_mul', star_prod, star_intCast]
    rfl
  simp only [hA, Finset.sum_mul]
  rw [Finset.sum_comm]
  -- every permutation contributes the same Hartree overlap
  have hσ : ∀ σ : Equiv.Perm n,
      ∑ x : n → m, ((Equiv.Perm.sign σ : ℤ) : ℂ) * (∏ i, star (A (x (σ i)) i)) * Φ x =
        ∑ x : n → m, (∏ i, star (A (x i) i)) * Φ x := by
    intro σ
    rw [← Equiv.sum_comp (Equiv.arrowCongr σ.symm (Equiv.refl m))
      (fun x : n → m => (∏ i, star (A (x i) i)) * Φ x)]
    refine Finset.sum_congr rfl fun x _ => ?_
    change _ = (∏ i, star (A (x (σ i)) i)) * Φ (x ∘ σ)
    rw [hΦ]
    ring
  rw [Finset.sum_congr rfl fun σ _ => hσ σ, Finset.sum_const, Finset.card_univ,
    Fintype.card_perm, nsmul_eq_mul]
```

For arbitrary amplitudes the identity is false. Take $M=N=2$, $A$ the identity matrix, and $\Phi$ equal to 1 at $(1,2)$ and 0 elsewhere: the left side is 1 and the right side is 2.

## Positivity for arbitrary orbitals and coefficients

The state $\Psi$ inherits antisymmetry from its determinants, so the projection lemma applies to it:

$$\sum_x|\Psi(x)|^2=\sum_a\bar c_a\sum_x\overline{D_{A_a}(x)}\,\Psi(x)=N!\sum_a\bar c_a\sum_x\prod_i\overline{(A_a)_{x_i,i}}\;\Psi(x)=N!\sum_{a,b}\bar c_a S_{ab}c_b.$$

The last equality inserts the expansion of $\Psi$ and uses the Hartree overlap for each term. Hence

$$c^\dagger S c=\frac{1}{N!}\sum_x|\Psi(x)|^2.$$

In `ci_norm`, the left side is written `star c ⬝ᵥ (overlapMatrix A *ᵥ c)`. The step `hanti` proves the antisymmetry of $\Psi$, `hS` identifies $(Sc)_a$ with a Hartree overlap, and `key` is the displayed chain; the proof then divides by $N!$.

```lean
/-- The quadratic form of the overlap matrix is the squared norm of the
configuration-interaction amplitude divided by `N!`. -/
theorem ci_norm (A : ι → Matrix m n ℂ) (c : ι → ℂ) :
    star c ⬝ᵥ (overlapMatrix A *ᵥ c) =
      (((∑ x, ‖ciState A c x‖ ^ 2) / ((Fintype.card n).factorial : ℝ) : ℝ) : ℂ) := by
  have hanti : ∀ (σ : Equiv.Perm n) (x : n → m),
      ciState A c (x ∘ σ) = ((Equiv.Perm.sign σ : ℤ) : ℂ) * ciState A c x := by
    intro σ x
    simp only [ciState, slater_comp_perm, Finset.mul_sum]
    exact Finset.sum_congr rfl fun a _ => by ring
  have hS : ∀ a, (overlapMatrix A *ᵥ c) a =
      ∑ x : n → m, (∏ i, star (A a (x i) i)) * ciState A c x := by
    intro a
    simp only [Matrix.mulVec, dotProduct, overlapMatrix, Matrix.of_apply, ← hartree_overlap,
      ciState, Finset.mul_sum, Finset.sum_mul]
    rw [Finset.sum_comm]
    exact Finset.sum_congr rfl fun x _ => Finset.sum_congr rfl fun b _ => by ring
  -- expand the bra in determinants and project each on its Hartree product
  have key : ∑ x, star (ciState A c x) * ciState A c x =
      ((Fintype.card n).factorial : ℂ) * (star c ⬝ᵥ (overlapMatrix A *ᵥ c)) := by
    have h1 : ∑ x, star (ciState A c x) * ciState A c x =
        ∑ a, star (c a) * ∑ x, star (slater (A a) x) * ciState A c x := by
      simp only [Finset.mul_sum]
      rw [Finset.sum_comm]
      refine Finset.sum_congr rfl fun x _ => ?_
      have hx : star (ciState A c x) = ∑ a, star (c a) * star (slater (A a) x) := by
        simp only [ciState, star_sum, star_mul']
      rw [hx, Finset.sum_mul]
      exact Finset.sum_congr rfl fun a _ => by ring
    rw [h1, dotProduct, Finset.mul_sum]
    refine Finset.sum_congr rfl fun a _ => ?_
    rw [slater_projection _ _ hanti, hS, Pi.star_apply]
    ring
  have hn : ∑ x, star (ciState A c x) * ciState A c x =
      ((∑ x, ‖ciState A c x‖ ^ 2 : ℝ) : ℂ) := by
    push_cast
    exact Finset.sum_congr rfl fun x _ => Complex.conj_mul' _
  have hN : ((Fintype.card n).factorial : ℂ) ≠ 0 :=
    Nat.cast_ne_zero.mpr (Nat.factorial_ne_zero _)
  rw [Complex.ofReal_div, ← hn, key, Complex.ofReal_natCast, mul_div_cancel_left₀ _ hN]
```

The right side is real and non-negative. The matrix is also Hermitian, because $\overline{\det(A_b^\dagger A_a)}=\det\big((A_b^\dagger A_a)^\dagger\big)=\det(A_a^\dagger A_b)$. Lean's `PosSemidef` contains both statements, and the two bullets of the proof establish them in the order Hermitian, then non-negative.

```lean
/-- The overlap matrix of any finite family of Slater determinants is Hermitian positive
semidefinite. -/
theorem overlapMatrix_posSemidef (A : ι → Matrix m n ℂ) : (overlapMatrix A).PosSemidef := by
  refine Matrix.PosSemidef.of_dotProduct_mulVec_nonneg ?_ fun c => ?_
  · ext a b
    simp only [overlapMatrix, Matrix.conjTranspose_apply, Matrix.of_apply]
    rw [← Matrix.det_conjTranspose, Matrix.conjTranspose_mul, Matrix.conjTranspose_conjTranspose]
  · rw [ci_norm]
    exact Complex.zero_le_real.mpr (by positivity)
```

No condition on $M$, $N$ or the orbitals is needed here. For $N=1$, $S$ is the Gram matrix of the orbitals. For $N=0$, every entry is the determinant of an empty matrix, which is 1, and $c^\dagger Sc=|\sum_a c_a|^2$. If $M<N$, every amplitude vanishes and $S=0$.

## Linear independence of the determinants

A metric in the strict sense gives every non-zero coefficient vector a positive norm. A sum of squares vanishes only if each term does, so $c^\dagger Sc=0$ exactly when $\Psi(x)=0$ for all $x$.

```lean
/-- A coefficient vector has zero norm in the overlap metric exactly when its
configuration-interaction amplitude vanishes identically. -/
theorem ci_norm_eq_zero_iff (A : ι → Matrix m n ℂ) (c : ι → ℂ) :
    star c ⬝ᵥ (overlapMatrix A *ᵥ c) = 0 ↔ ciState A c = 0 := by
  have hN : ((Fintype.card n).factorial : ℝ) ≠ 0 :=
    Nat.cast_ne_zero.mpr (Nat.factorial_ne_zero _)
  rw [ci_norm, Complex.ofReal_eq_zero, div_eq_zero_iff, or_iff_left hN,
    Finset.sum_eq_zero_iff_of_nonneg (fun x _ => by positivity), funext_iff]
  simp
```

Thus $S$ is positive definite exactly when no non-zero $c$ gives $\Psi=0$, which is linear independence of the functions $D_{A_a}$. In one direction, the Lean proof takes a non-zero $c$ with vanishing state and contradicts strict positivity. In the other, it starts from $c^\dagger Sc\ge 0$ and excludes equality by independence.

```lean
/-- The overlap matrix is positive definite exactly when the Slater amplitudes of the family are
linearly independent. -/
theorem overlapMatrix_posDef_iff (A : ι → Matrix m n ℂ) :
    (overlapMatrix A).PosDef ↔ LinearIndependent ℂ (fun a => slater (A a)) := by
  have hsum : ∀ c : ι → ℂ, ∑ a, c a • slater (A a) = ciState A c := by
    intro c
    ext x
    simp [ciState, Finset.sum_apply]
  rw [Fintype.linearIndependent_iff]
  constructor
  · intro h c hc
    by_contra hne
    have hc0 : c ≠ 0 := fun h0 => hne fun a => congrFun h0 a
    have hpos := h.dotProduct_mulVec_pos hc0
    rw [(ci_norm_eq_zero_iff A c).mpr ((hsum c).symm.trans hc)] at hpos
    exact lt_irrefl _ hpos
  · intro h
    refine Matrix.posDef_iff_dotProduct_mulVec.mpr
      ⟨(overlapMatrix_posSemidef A).isHermitian, fun c hc => ?_⟩
    refine lt_of_le_of_ne ((overlapMatrix_posSemidef A).dotProduct_mulVec_nonneg c) fun h0 => hc ?_
    exact funext (h c ((hsum c).trans ((ci_norm_eq_zero_iff A c).mp h0.symm)))
```

Without independence, $S$ is still positive semidefinite but has a null vector, which describes a redundancy in the expansion and not a physical state. In a finite-basis calculation, the generalised eigenvalue problem $Hc=ESc$, with $H$ the Hamiltonian matrix, then needs such directions removed before $S$ can be inverted.

## Orbitals mixed within one occupied space

One source of redundancy can be read off the orbitals. The hypothesis `hU` says $A_b=A_aU$ for some $N\times N$ matrix $U$: the orbitals of determinant $b$ are linear combinations of those occupied in determinant $a$. Selecting the rows $x_j$ commutes with multiplication by $U$ on the right, so

$$D_{A_b}(x)=\det(U)\,D_{A_a}(x).$$

The coefficients $c_b=1$, $c_a=-\det U$, with all others zero, give $\Psi=0$, so $S$ is not positive definite. In the proof, `hs` is the proportionality. The assumed independence is then applied to these coefficients, and at index $b$ it would give $1=0$.

```lean
/-- If the orbitals of one determinant are linear combinations of the occupied orbitals of
another member of the family, the overlap matrix is not positive definite. -/
theorem not_posDef_of_orbital_mixing (A : ι → Matrix m n ℂ) {a b : ι} (hab : a ≠ b)
    (U : Matrix n n ℂ) (hU : A b = A a * U) : ¬ (overlapMatrix A).PosDef := by
  classical
  rw [overlapMatrix_posDef_iff, Fintype.linearIndependent_iff]
  intro h
  -- mixing the occupied orbitals only rescales the determinant by `det U`
  have hs : slater (A b) = U.det • slater (A a) := by
    ext x
    have hx : (A a * U).submatrix x id = (A a).submatrix x id * U := by
      ext i j
      simp [Matrix.mul_apply]
    rw [Pi.smul_apply, smul_eq_mul, slater, slater, hU, hx, Matrix.det_mul, mul_comm]
  have hb := h (fun k => (if k = b then 1 else 0) - (if k = a then U.det else 0))
    (by simp [sub_smul, Finset.sum_sub_distrib, ite_smul, hs]) b
  simp [hab.symm] at hb

end NonorthogonalCI
```

The matrix $U$ may be singular, in which case determinant $b$ is itself zero. The hypothesis `hab`, that $a\neq b$, keeps a determinant from being compared with itself: $A_a=A_a\mathbb 1$ always holds, yet a family that consists of a single non-zero determinant has a positive definite $S$. Without `hU` the conclusion can fail, since two orthonormal orbitals with $N=1$ give $S=\mathbb 1$. The condition is sufficient but not necessary: for $N=1$, three pairwise non-parallel vectors in a two-dimensional space are linearly dependent, although no two of them are related by such a $U$.

```lean
#print axioms NonorthogonalCI.overlapMatrix_posDef_iff
#print axioms NonorthogonalCI.not_posDef_of_orbital_mixing
```

```
'NonorthogonalCI.overlapMatrix_posDef_iff' depends on axioms: [propext, Classical.choice, Quot.sound]
'NonorthogonalCI.not_posDef_of_orbital_mixing' depends on axioms: [propext, Classical.choice, Quot.sound]
```
